# A lower bound on the Stillinger-Weber angular energy of a coordination shell, attained by the octahedron

A silicon atom in the diamond structure has four neighbours at tetrahedral angles. Under compression silicon passes to structures with more neighbours, and their bond angles cannot all be tetrahedral. The Stillinger-Weber potential charges for this through a three-body term that vanishes when cos θ = −1/3, the cosine of the tetrahedral angle; the constant 1/3 stands for the preference for sp³ bonding. How small can the charge be for an atom with Z neighbours?

```lean
import Mathlib

open Matrix

namespace StillingerWeberCoordination

noncomputable section
```

Let u_i be the bond vectors, with i from 0 to Z−1, each of unit length, so that u_i · u_j is the cosine of a bond angle. The angular energy is

E = ∑_{i<j} (u_i · u_j + 1/3)²

in units of the three-body prefactor, with all radial factors set to one. In Lean a shell is a map `u : Fin Z → Fin 3 → ℝ`, the dot product is `⬝ᵥ`, and unit length is the hypothesis `hu`. Nothing prevents two bonds from coinciding.

```lean
/-- The sum of `(u i ⬝ᵥ u j + 1/3)²` over unordered pairs of bond vectors. For unit bonds the dot
product is `cos θ`, and this is the Stillinger-Weber angular energy of the shell with unit prefactor
and radial factors. -/
def angularEnergy {Z : ℕ} (u : Fin Z → Fin 3 → ℝ) : ℝ :=
  ∑ i, ∑ j with i < j, (u i ⬝ᵥ u j + 1 / 3) ^ 2
```

The second quantity needed is the bond tensor T = ∑_i u_i u_iᵀ, which records how the bonds are spread over directions.

```lean
/-- The bond tensor `∑ u uᵀ` of a coordination shell. -/
def bondTensor {Z : ℕ} (u : Fin Z → Fin 3 → ℝ) : Matrix (Fin 3) (Fin 3) ℝ :=
  ∑ i, vecMulVec (u i) (u i)
```

## (a) Components of the bond tensor

Show that, for Cartesian indices a, b in {0, 1, 2},

T_ab = ∑_i u_ia u_ib.

**Solution.** The (a, b) entry of u_i u_iᵀ is u_ia u_ib, and matrices add entry by entry.

```lean
/-- The Cartesian components of the bond tensor. -/
lemma bondTensor_apply {Z : ℕ} (u : Fin Z → Fin 3 → ℝ) (a b : Fin 3) :
    bondTensor u a b = ∑ i, u i a * u i b := by
  simp [bondTensor, Matrix.sum_apply, Matrix.vecMulVec_apply]
```

## (b) From ordered to unordered pairs

Show that a symmetric function f of two bonds satisfies

∑_i ∑_j f_ij = 2 ∑_{i<j} f_ij + ∑_i f_ii.

**Solution.** Every ordered pair has i < j, j < i or i = j. Exchanging the names of the indices and using f_ij = f_ji turns the second group into the first. In Lean, `lt_trichotomy` makes the split and `Finset.sum_comm` the exchange.

```lean
/-- A symmetric sum over all ordered pairs of bonds is twice the sum over unordered pairs
plus the diagonal terms. -/
lemma sum_ordered_pairs {Z : ℕ} (f : Fin Z → Fin Z → ℝ) (hf : ∀ i j, f i j = f j i) :
    ∑ i, ∑ j, f i j = 2 * (∑ i, ∑ j with i < j, f i j) + ∑ i, f i i := by
  have h : ∀ i j, f i j = (if i < j then f i j else 0) + (if j < i then f j i else 0)
      + (if i = j then f i i else 0) := by
    intro i j
    rcases lt_trichotomy i j with h | h | h
    · simp [h, h.not_gt, h.ne]
    · subst h
      simp
    · simp [h, h.not_gt, h.ne', hf i j]
  have h2 : ∑ i, ∑ j, (if j < i then f j i else 0)
      = ∑ i, ∑ j, (if i < j then f i j else 0) := Finset.sum_comm
  have h1 : ∑ i, ∑ j, f i j = ∑ i, ∑ j, ((if i < j then f i j else 0)
      + (if j < i then f j i else 0) + (if i = j then f i i else 0)) :=
    Finset.sum_congr rfl fun i _ => Finset.sum_congr rfl fun j _ => h i j
  rw [h1]
  simp only [Finset.sum_add_distrib, Finset.sum_ite_eq, Finset.mem_univ, if_true,
    Finset.sum_filter]
  rw [h2]
  ring
```

## (c) The sum of the cosines

Let R = ∑_i u_i be the resultant bond vector. Show that

∑_i ∑_j u_i · u_j = ∑_a R_a².

**Solution.** Write out the dot product and sum over i and j separately:

∑_a (∑_i u_ia)(∑_j u_ja) = ∑_a R_a².

Lean does the same with `Finset.sum_mul_sum`.

```lean
/-- The dot products of all ordered pairs of bond vectors add up to the squared length of the
resultant bond vector. -/
theorem sum_cos {Z : ℕ} (u : Fin Z → Fin 3 → ℝ) :
    ∑ i, ∑ j, u i ⬝ᵥ u j = ∑ a, ((∑ i, u i) a) ^ 2 := by
  simp only [Finset.sum_apply, dotProduct, Fin.sum_univ_three, sq, Finset.sum_mul_sum]
  simp only [← Finset.sum_add_distrib]
```

## (d) The sum of the squared cosines

Show that

∑_i ∑_j (u_i · u_j)² = ∑_a ∑_b T_ab².

**Solution.** Expand the square and regroup the factors by bond:

(u_i · u_j)² = ∑_a ∑_b (u_ia u_ib)(u_ja u_jb).

Summing over i and j gives T_ab from each bracket. The final `ring` performs the regrouping for each pair of bonds.

```lean
/-- The squared dot products of all ordered pairs of bond vectors add up to the squared Frobenius
norm of the bond tensor. -/
theorem sum_cos_sq {Z : ℕ} (u : Fin Z → Fin 3 → ℝ) :
    ∑ i, ∑ j, (u i ⬝ᵥ u j) ^ 2 = ∑ a, ∑ b, (bondTensor u a b) ^ 2 := by
  simp only [bondTensor_apply, dotProduct, Fin.sum_univ_three, sq, Finset.sum_mul_sum]
  simp only [← Finset.sum_add_distrib]
  refine Finset.sum_congr rfl fun i _ => Finset.sum_congr rfl fun j _ => ?_
  ring
```

## (e) The trace

Show that for unit bonds

T_00 + T_11 + T_22 = Z.

**Solution.** By (a) the left side is ∑_i u_i · u_i, a sum of Z ones.

```lean
/-- For unit bond vectors the diagonal components of the bond tensor add up to the
coordination number. -/
lemma bondTensor_trace {Z : ℕ} (u : Fin Z → Fin 3 → ℝ) (hu : ∀ i, u i ⬝ᵥ u i = 1) :
    bondTensor u 0 0 + bondTensor u 1 1 + bondTensor u 2 2 = Z := by
  have h : ∀ i, u i 0 * u i 0 + u i 1 * u i 1 + u i 2 * u i 2 = 1 := by
    intro i
    have := hu i
    simp only [dotProduct, Fin.sum_univ_three] at this
    exact this
  simp only [bondTensor_apply, ← Finset.sum_add_distrib, h]
  simp
```

## (f) An exact decomposition of the energy

Let I be the identity matrix and let D = ∑_a ∑_b (T − (Z/3) I)_ab² measure the anisotropy of the bond tensor. Show that

E = 2Z(Z−4)/9 + (1/3) ∑_a R_a² + (1/2) D.

**Solution.** Apply (b) to f_ij = (u_i · u_j + 1/3)². Each diagonal term is (4/3)² = 16/9, so the full double sum is

2E + 16Z/9.

Expanding the square and using (c) and (d), the same double sum is

∑_a ∑_b T_ab² + (2/3) ∑_a R_a² + Z²/9.

By (e),

D = ∑_a ∑_b T_ab² − (2Z/3) Z + 3 (Z/3)² = ∑_a ∑_b T_ab² − Z²/3.

Eliminating ∑_a ∑_b T_ab² gives

2E = 4Z²/9 − 16Z/9 + (2/3) ∑_a R_a² + D,

and halving finishes the calculation. The steps `hpair`, `hdiag`, `hfull` and `hdev` are these displays in Lean, and `linarith` combines them.

```lean
/-- For unit bonds the angular energy is `2Z(Z-4)/9` plus a penalty for a non-zero resultant bond
vector and a penalty for an anisotropic bond tensor. -/
theorem angularEnergy_decomposition {Z : ℕ} (u : Fin Z → Fin 3 → ℝ)
    (hu : ∀ i, u i ⬝ᵥ u i = 1) :
    angularEnergy u = 2 * (Z : ℝ) * (Z - 4) / 9 + 1 / 3 * ∑ a, ((∑ i, u i) a) ^ 2
      + 1 / 2 * ∑ a, ∑ b,
        ((bondTensor u - ((Z : ℝ) / 3) • (1 : Matrix (Fin 3) (Fin 3) ℝ)) a b) ^ 2 := by
  have hpair : ∑ i, ∑ j, (u i ⬝ᵥ u j + 1 / 3) ^ 2
      = 2 * angularEnergy u + ∑ i, (u i ⬝ᵥ u i + 1 / 3) ^ 2 :=
    sum_ordered_pairs (fun i j => (u i ⬝ᵥ u j + 1 / 3) ^ 2)
      (fun i j => by simp only [dotProduct_comm (u i) (u j)])
  -- each bond paired with itself contributes (1 + 1/3)²
  have hdiag : ∑ i, (u i ⬝ᵥ u i + 1 / 3) ^ 2 = (Z : ℝ) * (16 / 9) := by
    simp only [hu, Finset.sum_const, Finset.card_univ, Fintype.card_fin, nsmul_eq_mul]
    ring
  -- expand the square over all ordered pairs
  have hfull : ∑ i, ∑ j, (u i ⬝ᵥ u j + 1 / 3) ^ 2
      = ∑ i, ∑ j, (u i ⬝ᵥ u j) ^ 2 + 2 / 3 * ∑ i, ∑ j, u i ⬝ᵥ u j + (Z : ℝ) ^ 2 / 9 := by
    have e : ∀ i j, (u i ⬝ᵥ u j + 1 / 3) ^ 2
        = (u i ⬝ᵥ u j) ^ 2 + 2 / 3 * (u i ⬝ᵥ u j) + 1 / 9 := by
      intro i j
      ring
    simp only [e, Finset.sum_add_distrib, ← Finset.mul_sum, Finset.sum_const,
      Finset.card_univ, Fintype.card_fin, nsmul_eq_mul]
    ring
  -- split off the isotropic part of the bond tensor
  have hdev : ∑ a, ∑ b,
      ((bondTensor u - ((Z : ℝ) / 3) • (1 : Matrix (Fin 3) (Fin 3) ℝ)) a b) ^ 2
      = ∑ a, ∑ b, (bondTensor u a b) ^ 2 - (Z : ℝ) ^ 2 / 3 := by
    have ht := bondTensor_trace u hu
    simp [Fin.sum_univ_three, Matrix.one_apply]
    linear_combination (-(2 * (Z : ℝ) / 3)) * ht
  rw [hdev]
  rw [sum_cos, sum_cos_sq] at hfull
  linarith
```

## (g) The bound and its equality case

Show that

E ≥ 2Z(Z−4)/9,

with equality exactly when R = 0 and T = (Z/3) I.

**Solution.** The last two terms in (f) are sums of squares, which proves the bound. Equality forces both to vanish, hence every component of R and of T − (Z/3) I; conversely, the two conditions remove both terms. Lean extracts the components with `Finset.sum_eq_zero_iff_of_nonneg`.

The theorem does not say that every Z has a shell attaining the bound. For Z = 1, 2 or 3 none does, since the bound is negative and E is not. For Z = 5 none does either, by an argument not formalised here. At equality the matrix of the cosines u_i · u_j would be 5/3 times a projection P of rank 3 that annihilates (1, 1, 1, 1, 1). Then I − P, with I the 5 × 5 identity, would be the matrix with all entries 1/5 plus w wᵀ, for a unit vector w whose components sum to zero. The diagonal entries give 2/5 = 1/5 + w_i², so each w_i is ±1/√5, and five such numbers cannot sum to zero.

```lean
/-- The angular energy of `Z` unit bonds is at least `2Z(Z-4)/9`, with equality exactly when
the bond vectors sum to zero and the bond tensor is `Z/3` times the identity. -/
theorem angularEnergy_bound {Z : ℕ} (u : Fin Z → Fin 3 → ℝ) (hu : ∀ i, u i ⬝ᵥ u i = 1) :
    2 * (Z : ℝ) * (Z - 4) / 9 ≤ angularEnergy u ∧
    (angularEnergy u = 2 * (Z : ℝ) * (Z - 4) / 9 ↔
      ∑ i, u i = 0 ∧ bondTensor u = ((Z : ℝ) / 3) • (1 : Matrix (Fin 3) (Fin 3) ℝ)) := by
  have hE := angularEnergy_decomposition u hu
  have hA : 0 ≤ ∑ a, ((∑ i, u i) a) ^ 2 := Finset.sum_nonneg fun a _ => sq_nonneg _
  have hB : ∀ a, 0 ≤ ∑ b,
      ((bondTensor u - ((Z : ℝ) / 3) • (1 : Matrix (Fin 3) (Fin 3) ℝ)) a b) ^ 2 :=
    fun a => Finset.sum_nonneg fun b _ => sq_nonneg _
  have hB' := Finset.sum_nonneg fun a (_ : a ∈ Finset.univ) => hB a
  refine ⟨by linarith, fun h => ?_, fun h => ?_⟩
  · -- at equality both penalties vanish, component by component
    have hA0 : ∑ a, ((∑ i, u i) a) ^ 2 = 0 := by linarith
    have hB0 : ∑ a, ∑ b,
        ((bondTensor u - ((Z : ℝ) / 3) • (1 : Matrix (Fin 3) (Fin 3) ℝ)) a b) ^ 2 = 0 := by
      linarith
    constructor
    · funext a
      have h1 := (Finset.sum_eq_zero_iff_of_nonneg (fun a _ => sq_nonneg _)).1 hA0 a
        (Finset.mem_univ a)
      have h2 := (pow_eq_zero_iff two_ne_zero).1 h1
      exact h2
    · apply sub_eq_zero.1
      ext a b
      have h1 := (Finset.sum_eq_zero_iff_of_nonneg (fun a _ => hB a)).1 hB0 a
        (Finset.mem_univ a)
      have h2 := (Finset.sum_eq_zero_iff_of_nonneg (fun b _ => sq_nonneg _)).1 h1 b
        (Finset.mem_univ b)
      have h3 := (pow_eq_zero_iff two_ne_zero).1 h2
      exact h3
  · rw [hE, h.1, h.2, sub_self]
    simp
```

## (h) The cost of extra neighbours

Let a shell u of Z ≥ 2 unit bonds satisfy the equality conditions of (g), and let v be any shell of Z′ > Z unit bonds. Show that

E(u) < E(v).

**Solution.** By (g), E(u) equals its bound and E(v) is at least its own, so

E(v) − E(u) ≥ (2/9)(Z′ − Z)(Z′ + Z − 4).

Both brackets are positive, because Z ≥ 2 and Z′ ≥ 3. In Lean this product is `h3`. By the remarks in (g), no shell u meets the conditions for Z = 2, 3 or 5, so the statement has no content there.

The condition on u matters: a badly arranged small shell can cost more than a well-arranged large one. In simulations with this potential, the result ranks only the three-body energy of single shells with equal radial factors; the pair energy, which may favour more neighbours, is absent.

```lean
/-- A shell of at least two unit bonds with zero resultant and isotropic bond tensor has
strictly lower angular energy than every shell with more unit bonds. -/
theorem higher_coordination_costs {Z Z' : ℕ} (hZ : 2 ≤ Z) (hlt : Z < Z')
    (u : Fin Z → Fin 3 → ℝ) (hu : ∀ i, u i ⬝ᵥ u i = 1) (hsum : ∑ i, u i = 0)
    (hiso : bondTensor u = ((Z : ℝ) / 3) • (1 : Matrix (Fin 3) (Fin 3) ℝ))
    (v : Fin Z' → Fin 3 → ℝ) (hv : ∀ i, v i ⬝ᵥ v i = 1) :
    angularEnergy u < angularEnergy v := by
  have h1 := (angularEnergy_bound u hu).2.2 ⟨hsum, hiso⟩
  have h2 := (angularEnergy_bound v hv).1
  have hz : (2 : ℝ) ≤ Z := by exact_mod_cast hZ
  have hz' : (Z : ℝ) < Z' := by exact_mod_cast hlt
  have h3 : 0 < ((Z' : ℝ) - Z) * (Z' + Z - 4) := mul_pos (by linarith) (by linarith)
  nlinarith
```

## (i) The octahedral shell

Take six bonds along the positive and negative axes.

```lean
/-- The six bond vectors of an octahedral shell, along the positive and negative axes. -/
def octahedron : Fin 6 → Fin 3 → ℝ :=
  ![![1, 0, 0], ![-1, 0, 0], ![0, 1, 0], ![0, -1, 0], ![0, 0, 1], ![0, 0, -1]]
```

Show that they are unit vectors with R = 0 and T = 2I, and that

E = 8/3.

**Solution.** Opposite bonds cancel in R, and each axis contributes 2 to its diagonal entry of T. The three opposite pairs cost (−1 + 1/3)² = 4/9 each and the twelve perpendicular pairs 1/9 each, so E = 4/3 + 4/3. Lean checks the vectors by cases and reads the energy from the equality case of (g) at Z = 6.

```lean
/-- The octahedral shell consists of unit bonds with zero resultant and bond tensor twice
the identity, and its angular energy is `8/3`. -/
theorem octahedron_witness :
    (∀ i, octahedron i ⬝ᵥ octahedron i = 1) ∧ ∑ i, octahedron i = 0 ∧
    bondTensor octahedron = (2 : ℝ) • (1 : Matrix (Fin 3) (Fin 3) ℝ) ∧
    angularEnergy octahedron = 8 / 3 := by
  have hu : ∀ i, octahedron i ⬝ᵥ octahedron i = 1 := by
    intro i
    fin_cases i <;> simp [octahedron, dotProduct, Fin.sum_univ_three]
  have hs : ∑ i, octahedron i = 0 := by
    funext a
    fin_cases a <;> simp [octahedron, Fin.sum_univ_six]
  have hT : bondTensor octahedron = (2 : ℝ) • (1 : Matrix (Fin 3) (Fin 3) ℝ) := by
    ext a b
    rw [bondTensor_apply]
    fin_cases a <;> fin_cases b <;>
      simp [octahedron, Fin.sum_univ_six] <;> norm_num
  refine ⟨hu, hs, hT, ?_⟩
  have h6 : ((6 : ℕ) : ℝ) / 3 = 2 := by norm_num
  have h := (angularEnergy_bound octahedron hu).2.2 ⟨hs, by rw [h6]; exact hT⟩
  rw [h]
  norm_num

end

end StillingerWeberCoordination
```

```lean
#print axioms StillingerWeberCoordination.angularEnergy_bound
#print axioms StillingerWeberCoordination.higher_coordination_costs
```

```
'StillingerWeberCoordination.angularEnergy_bound' depends on axioms: [propext, Classical.choice, Quot.sound]
'StillingerWeberCoordination.higher_coordination_costs' depends on axioms: [propext, Classical.choice, Quot.sound]
```

## Bonds of unequal length

The model could also have kept the radial factors, giving bond i a weight g_i > 0 and each pair the factor g_i g_j. The same algebra, done by hand and not formalised here, then leads to the lower bound

(2/9) [(∑_i g_i)² − 4 ∑_i g_i²],

with g_i-weighted sums in R and T. The bound would depend on the bond lengths as well as on Z, and longer bonds in a larger shell could offset the cost found in (h).
